# Valence bond weights: two sum rules, bounds for the inverse-overlap weight, and the sign window for two structures

## Two overlapping structures

Take two normalised valence bond structures φ₀ and φ₁ with real overlap s, where 0 < s < 1, and a state with real coefficients c₀ and c₁. Its squared norm is

c₀² + 2s c₀c₁ + c₁².

The Chirgwin-Coulson scheme gives each structure its own square and half of the cross term. The weight of φ₁ is therefore

w₁ = c₁² + s c₀c₁ = c₁(s c₀ + c₁).

If c₀ ≠ 0, write c₁ = r c₀. Then

w₁ = c₀² r(r + s).

The factor c₀² is positive, so w₁ is negative exactly when r and r + s have opposite signs. Since s > 0, r is the smaller of the two, and the condition is r < 0 < r + s, that is

−s < r < 0.

In this window the coefficients have opposite signs, and half of the cross term is negative and larger in magnitude than the square c₁².

For s = 1/2 and r = −1/4, the choice c₀ = 1 gives squared norm 13/16. After normalisation the weights are w₀ = 14/13 and w₁ = −1/13. They add up to one, but neither can be read as a probability.

## Any finite number of structures

Let S be the real overlap matrix of finitely many structures and c the coefficient vector. The squared norm of the state is

N(c) = cᵀSc.

Assume that S is positive definite, which means physically that the structures are linearly independent, and that N(c) = 1. Three weights can be assigned to structure i:

Chirgwin-Coulson: c_i (Sc)_i

Löwdin: ((S^(1/2) c)_i)²

inverse-overlap: c_i² / (S⁻¹)_ii

**The two sums.** The Chirgwin-Coulson weights add up to the quadratic form itself:

Σ_i c_i (Sc)_i = cᵀSc = 1.

For the Löwdin weights put R = S^(1/2), which is symmetric and satisfies R² = S. Then

Σ_i ((Rc)_i)² = (Rc)ᵀ(Rc) = cᵀRᵀRc = cᵀR²c = cᵀSc = 1.

**The inverse-overlap weight as a minimum.** Let e_i be the i-th unit vector, u = S⁻¹e_i, and g = (S⁻¹)_ii = u_i. The state with coefficients u has overlap one with structure i and zero with every other structure. Because u ≠ 0, g = uᵀSu > 0. For any coefficient vector d, symmetry of S gives

uᵀSd = (Su)ᵀd = d_i.

Hence, for every real t,

N(d − t u) = N(d) − 2t d_i + t² g.

The left side is never negative. With t = d_i/g this becomes

0 ≤ N(d) − d_i²/g.

So every state with d_i = c_i has squared norm at least c_i²/g. The vector d = (c_i/g)u has d_i = c_i and N(d) = (c_i/g)² g = c_i²/g, so the bound is reached. The inverse-overlap weight is thus the smallest squared norm left when the coefficient of structure i is held fixed and all others are varied.

The state c is itself one of the competitors and has squared norm one. Therefore

0 ≤ c_i² / (S⁻¹)_ii ≤ 1.

These weights need not add up to one. In the example above they are 12/13 and 3/52, with sum 51/52.

**The two-structure matrix.** For a pair with overlap s,

xᵀSx = (x₀ + s x₁)² + (1 − s²) x₁².

If −1 < s < 1 and x ≠ 0, this is positive: the second term is positive when x₁ ≠ 0, and the first equals x₀² > 0 when x₁ = 0. The general results therefore apply to the opening example.

## Weights in a nonorthogonal CI program

A nonorthogonal CI calculation solves Hc = ESc, where H is the Hamiltonian matrix over the structures and E is the energy. The weights are then computed from c. With NumPy arrays, the Chirgwin-Coulson weights are `c * (S @ c)`. For the Löwdin weights one diagonalises S = UΛUᵀ, forms x = UΛ^(1/2)Uᵀc, and squares the entries of x. The inverse-overlap weights are `c**2 / np.diag(np.linalg.inv(S))`.

If the eigenvector is scaled to cᵀSc = 1, the first two arrays must each sum to one up to rounding. If the first sum differs from one, c is not normalised with respect to the S in use. If only the second differs, either S is not symmetric and positive semidefinite, or S^(1/2)c was computed wrongly. A negative Chirgwin-Coulson weight is not by itself a sign of a fault, as the two-structure case shows. When the structures are nearly linearly dependent, S has a very small eigenvalue, and the inverse becomes sensitive to errors in S.

## The formal development

The type `n` labels the structures and is finite. Opening `MatrixOrder` gives matrices the order in which 0 ≤ S means that S is positive semidefinite; the matrix square root relies on it.

In Lean 4 with Mathlib:

```lean
import Mathlib

open Matrix
open scoped MatrixOrder

namespace ValenceBondWeights

noncomputable section

variable {n : Type*} [Fintype n] [DecidableEq n]
```

The squared norm is defined for any real square matrix and any vector. In the notation, `⬝ᵥ` is the dot product and `*ᵥ` is a matrix acting on a vector. Nothing in the definition requires the individual structures to be normalised, so the diagonal of S may differ from one.

```lean
/-- The squared norm `cᵀ S c` of a state with coefficients `c` over structures with overlap `S`. -/
def stateNorm (S : Matrix n n ℝ) (c : n → ℝ) : ℝ := c ⬝ᵥ S *ᵥ c
```

The Chirgwin-Coulson weight is the i-th term of that dot product.

```lean
/-- The Chirgwin-Coulson weight `c_i (S c)_i` of structure `i`. -/
def ccWeight (S : Matrix n n ℝ) (c : n → ℝ) (i : n) : ℝ := c i * (S *ᵥ c) i
```

The Löwdin weight uses `CFC.sqrt S`, the square root supplied by the continuous functional calculus. For a positive semidefinite S this is the positive square root, the same matrix that diagonalisation gives.

```lean
/-- The Löwdin weight of structure `i`: the square of the `i`-th entry of `S^(1/2) c`. -/
def lowdinWeight (S : Matrix n n ℝ) (c : n → ℝ) (i : n) : ℝ := ((CFC.sqrt S *ᵥ c) i) ^ 2
```

The third weight is taken as it stands, without rescaling the set to unit sum.

```lean
/-- The inverse-overlap weight `c_i² / (S⁻¹)_ii` of structure `i`, before any rescaling. -/
def inverseWeight (S : Matrix n n ℝ) (c : n → ℝ) (i : n) : ℝ := c i ^ 2 / S⁻¹ i i
```

The two-structure matrix has ones on its diagonal, which fixes the convention that both structures are normalised. Its index type `Fin 2` has the elements 0 and 1, so the second structure carries index 1, as in the derivation above.

```lean
/-- The overlap matrix of two normalised structures with mutual overlap `s`. -/
def pairOverlap (s : ℝ) : Matrix (Fin 2) (Fin 2) ℝ := !![1, s; s, 1]
```

### The sum rules

The first sum rule holds by definition, since a dot product is the sum of its terms. It needs neither symmetry nor positivity of S.

```lean
omit [DecidableEq n] in
/-- The Chirgwin-Coulson weights add up to the squared norm of the state. -/
theorem sum_ccWeight (S : Matrix n n ℝ) (c : n → ℝ) :
    ∑ i, ccWeight S c i = stateNorm S c := rfl
```

The next lemma handles any symmetric R with R² = S. After `subst` has replaced S by R * R, the equation `h` moves one factor R to the left side of the dot product, where the symmetry `hT` turns Rᵀ back into R. What remains is the dot product of Rc with itself, a sum of squares.

```lean
omit [DecidableEq n] in
/-- If `R` is symmetric and `R² = S`, the squared entries of `R c` add up to the squared norm
of the state. -/
theorem sum_sq_of_root {R S : Matrix n n ℝ} (hT : Rᵀ = R) (hR : R * R = S) (c : n → ℝ) :
    ∑ i, ((R *ᵥ c) i) ^ 2 = stateNorm S c := by
  subst hR
  have h : c ⬝ᵥ (R * R) *ᵥ c = (R *ᵥ c) ⬝ᵥ (R *ᵥ c) := by
    rw [← Matrix.mulVec_mulVec, Matrix.dotProduct_mulVec, ← Matrix.mulVec_transpose, hT]
  rw [stateNorm, h]
  exact Finset.sum_congr rfl fun i _ => pow_two _
```

To apply the lemma to the Löwdin weights, the proof must show that the square root is symmetric and squares to S. The root is nonnegative, hence Hermitian, and for real matrices the conjugate transpose is the transpose. Positive semidefiniteness of S is enough here, so linearly dependent structures are allowed for this sum.

```lean
/-- If `S` is positive semidefinite, the Löwdin weights add up to the squared norm of the state. -/
theorem sum_lowdinWeight {S : Matrix n n ℝ} (hS : S.PosSemidef) (c : n → ℝ) :
    ∑ i, lowdinWeight S c i = stateNorm S c := by
  have hT : (CFC.sqrt S)ᵀ = CFC.sqrt S := by
    have h := (Matrix.nonneg_iff_posSemidef.mp (CFC.sqrt_nonneg S)).isHermitian
    rwa [Matrix.IsHermitian, Matrix.conjTranspose_eq_transpose_of_trivial] at h
  exact sum_sq_of_root hT
    (CFC.sqrt_mul_sqrt_self S (Matrix.nonneg_iff_posSemidef.mpr hS)) c
```

### The minimum property

The lemma below is the expansion of N(d − t u). The hypothesis `hu` says Su = e_i, and the auxiliary equation `h` is uᵀSd = d_i. The `simp only` call multiplies out the quadratic form, and `ring` collects the terms.

```lean
/-- If `S` is symmetric and `S u` is the `i`-th unit vector, subtracting `t u` from a state `d`
changes its squared norm by `-2 t d_i + t² u_i`. -/
theorem stateNorm_sub_dual {S : Matrix n n ℝ} (hT : Sᵀ = S) {u : n → ℝ} {i : n}
    (hu : S *ᵥ u = Pi.single i 1) (d : n → ℝ) (t : ℝ) :
    stateNorm S (d - t • u) = stateNorm S d - 2 * t * d i + t ^ 2 * u i := by
  have h : u ⬝ᵥ S *ᵥ d = d i := by
    rw [Matrix.dotProduct_mulVec, ← Matrix.mulVec_transpose, hT, hu, single_one_dotProduct]
  simp only [stateNorm, Matrix.mulVec_sub, Matrix.mulVec_smul, hu, sub_dotProduct,
    dotProduct_sub, smul_dotProduct, dotProduct_smul, dotProduct_single_one, h, smul_eq_mul,
    Pi.sub_apply, Pi.smul_apply]
  ring
```

The statement `IsLeast` has two parts: the weight belongs to the set of squared norms of states d with d i = c i, and it is a lower bound for that set. The proof first constructs the dual vector u together with u_i = (S⁻¹)_ii.

For membership, the minimiser (c_i/g)u is written as 0 minus a multiple of u, so that the expansion can be used with d = 0. For the lower bound, `hpos` states that the squared norm at t = d_i/g is nonnegative, the equation `e` simplifies the subtracted terms to d_i²/g, and `linarith` draws the conclusion.

```lean
/-- If `S` is positive definite, the inverse-overlap weight of structure `i` is the least squared
norm among all states that have the same coefficient on structure `i`. -/
theorem inverseWeight_isLeast {S : Matrix n n ℝ} (hS : S.PosDef) (c : n → ℝ) (i : n) :
    IsLeast {N : ℝ | ∃ d : n → ℝ, d i = c i ∧ N = stateNorm S d} (inverseWeight S c i) := by
  have hT : Sᵀ = S := by
    have h := hS.isHermitian
    rwa [Matrix.IsHermitian, Matrix.conjTranspose_eq_transpose_of_trivial] at h
  have hg : 0 < S⁻¹ i i := hS.inv.diag_pos
  have hg0 : S⁻¹ i i ≠ 0 := hg.ne'
  -- the dual vector of structure `i`
  obtain ⟨u, hu, hui⟩ : ∃ u : n → ℝ, S *ᵥ u = Pi.single i 1 ∧ u i = S⁻¹ i i := by
    refine ⟨S⁻¹ *ᵥ Pi.single i 1, ?_, ?_⟩
    · rw [Matrix.mulVec_mulVec, Matrix.mul_nonsing_inv S hS.det_pos.ne'.isUnit,
        Matrix.one_mulVec]
    · change (fun j => S⁻¹ i j) ⬝ᵥ Pi.single i 1 = _
      rw [dotProduct_single_one]
  constructor
  · -- the minimum is reached along the dual vector
    refine ⟨0 - (-(c i / S⁻¹ i i)) • u, ?_, ?_⟩
    · simp only [Pi.sub_apply, Pi.zero_apply, Pi.smul_apply, smul_eq_mul, hui]
      rw [neg_mul, div_mul_cancel₀ _ hg0]
      ring
    · have h0 : stateNorm S (0 : n → ℝ) = 0 := by simp [stateNorm]
      rw [stateNorm_sub_dual hT hu, h0, hui, inverseWeight, Pi.zero_apply]
      field_simp
      ring
  · rintro N ⟨d, hd, rfl⟩
    have hpos : 0 ≤ stateNorm S (d - (d i / S⁻¹ i i) • u) := by
      have h := hS.posSemidef.dotProduct_mulVec_nonneg (d - (d i / S⁻¹ i i) • u)
      rwa [star_trivial] at h
    rw [stateNorm_sub_dual hT hu, hui] at hpos
    have e : 2 * (d i / S⁻¹ i i) * d i - (d i / S⁻¹ i i) ^ 2 * S⁻¹ i i
        = d i ^ 2 / S⁻¹ i i := by
      field_simp
      ring
    rw [inverseWeight, ← hd]
    linarith
```

### Normalised states

The general theorem assumes that S is positive definite and that the state has squared norm one. It concludes that both sums equal one and that each inverse-overlap weight lies between zero and one. The lower bound comes from a square divided by a positive number. The upper bound comes from the second half of `IsLeast`, with c itself as the competing state.

```lean
/-- For positive definite `S` and a normalised state, the Chirgwin-Coulson weights sum to one, the
Löwdin weights sum to one, and every inverse-overlap weight lies between zero and one. -/
theorem weights_of_normalised {S : Matrix n n ℝ} (hS : S.PosDef) {c : n → ℝ}
    (hc : stateNorm S c = 1) :
    ∑ i, ccWeight S c i = 1 ∧ ∑ i, lowdinWeight S c i = 1 ∧
      ∀ i, 0 ≤ inverseWeight S c i ∧ inverseWeight S c i ≤ 1 := by
  refine ⟨(sum_ccWeight S c).trans hc, (sum_lowdinWeight hS.posSemidef c).trans hc,
    fun i => ⟨div_nonneg (sq_nonneg _) hS.inv.diag_pos.le, ?_⟩⟩
  -- the state itself competes in the minimisation
  exact (inverseWeight_isLeast hS c i).2 ⟨c, rfl, hc.symm⟩
```

The theorem puts no sign condition on the individual Chirgwin-Coulson weights, in agreement with the opening example. It concerns real coefficients and a finite set of structures, and it takes c as given: neither a Hamiltonian nor an energy enters. Within those limits it applies to the weight analysis of a valence bond or nonorthogonal CI wavefunction, however the coefficients were obtained.

### The pair of structures

Positive definiteness of the two-structure matrix follows the completed square derived above. The equation `e` is that identity, and the proof then separates the cases x₁ = 0 and x₁ ≠ 0. In the first case x₀ must be nonzero, because x is.

```lean
/-- The overlap matrix of two normalised structures is positive definite when their overlap
lies strictly between -1 and 1. -/
theorem pairOverlap_posDef {s : ℝ} (h1 : -1 < s) (h2 : s < 1) : (pairOverlap s).PosDef := by
  rw [Matrix.posDef_iff_dotProduct_mulVec]
  constructor
  · ext i j
    fin_cases i <;> fin_cases j <;> simp [pairOverlap]
  · intro x hx
    have e : star x ⬝ᵥ pairOverlap s *ᵥ x = (x 0 + s * x 1) ^ 2 + (1 - s ^ 2) * x 1 ^ 2 := by
      simp only [star_trivial, pairOverlap, Matrix.mulVec, dotProduct, Fin.sum_univ_two,
        Matrix.of_apply, Matrix.cons_val_zero, Matrix.cons_val_one]
      ring
    rw [e]
    have hs : 0 < 1 - s ^ 2 := by nlinarith
    by_cases hx1 : x 1 = 0
    · have hx0 : x 0 ≠ 0 := fun h => hx (by ext i; fin_cases i <;> simp [h, hx1])
      rw [hx1]
      have := pow_pos (abs_pos.mpr hx0) 2
      rw [sq_abs] at this
      linarith
    · have : 0 < x 1 ^ 2 := by positivity
      have := mul_pos hs this
      linarith [sq_nonneg (x 0 + s * x 1)]
```

The last theorem gives the sign window. The ratio enters through `hr`, which says c₁ = r c₀, so the statement contains no division. The hypothesis c₀ ≠ 0 gives the ratio its meaning: if c₀ were zero, then c₁ would be zero too, and the weight would vanish for every r.

The proof establishes the factorisation c₀² r(r + s) as `e` and the positivity of c₀² as `hp`. From a negative weight it follows that r(r + s) < 0. If r ≤ −s, both factors would be nonpositive, and if r ≥ 0, both would be nonnegative; either way the product could not be negative. In the other direction, r < 0 and r + s > 0 make the product negative at once.

```lean
/-- For two structures with positive overlap `s` and coefficient ratio `r`, the second
Chirgwin-Coulson weight is negative exactly when `-s < r < 0`. -/
theorem ccWeight_neg_iff {s r : ℝ} (hs : 0 < s) {c : Fin 2 → ℝ} (hc : c 0 ≠ 0)
    (hr : c 1 = r * c 0) :
    ccWeight (pairOverlap s) c 1 < 0 ↔ -s < r ∧ r < 0 := by
  have e : ccWeight (pairOverlap s) c 1 = c 0 ^ 2 * (r * (r + s)) := by
    simp only [ccWeight, pairOverlap, Matrix.mulVec, dotProduct, Fin.sum_univ_two,
      Matrix.of_apply, Matrix.cons_val_zero, Matrix.cons_val_one, hr]
    ring
  have hp : 0 < c 0 ^ 2 := by positivity
  rw [e]
  constructor
  · intro h
    -- the sign is carried by the quadratic `r (r + s)`
    have h2 : r * (r + s) < 0 := by
      by_contra hn
      have := mul_nonneg hp.le (not_lt.mp hn)
      linarith
    constructor
    · by_contra hn
      have hn' := not_lt.mp hn
      have := mul_nonneg_of_nonpos_of_nonpos (by linarith : r ≤ 0) (by linarith : r + s ≤ 0)
      linarith
    · by_contra hn
      have hn' := not_lt.mp hn
      have := mul_nonneg hn' (by linarith : 0 ≤ r + s)
      linarith
  · rintro ⟨h1, h2⟩
    exact mul_neg_of_pos_of_neg hp (mul_neg_of_neg_of_pos h2 (by linarith))

end

end ValenceBondWeights
```

The theorem assumes s > 0 but neither s < 1 nor normalisation of the state. Two linearly independent normalised structures always have |s| < 1, and `pairOverlap_posDef` covers that range. Scaling c to unit norm leaves r unchanged and multiplies the weight by a positive number, so the window is the same for the normalised state. With three or more structures, the sign of a Chirgwin-Coulson weight depends on all the coefficients that enter (Sc)_i, and a single ratio no longer decides it in general.

```lean
#print axioms ValenceBondWeights.inverseWeight_isLeast
#print axioms ValenceBondWeights.weights_of_normalised
#print axioms ValenceBondWeights.pairOverlap_posDef
#print axioms ValenceBondWeights.ccWeight_neg_iff
```

```
'ValenceBondWeights.inverseWeight_isLeast' depends on axioms: [propext, Classical.choice, Quot.sound]
'ValenceBondWeights.weights_of_normalised' depends on axioms: [propext, Classical.choice, Quot.sound]
'ValenceBondWeights.pairOverlap_posDef' depends on axioms: [propext, Classical.choice, Quot.sound]
'ValenceBondWeights.ccWeight_neg_iff' depends on axioms: [propext, Classical.choice, Quot.sound]
```
